# Without damping, the Fourier integral of the empty-core potential does not converge

In Hartree atomic units, the empty-core model takes the potential energy of an electron at distance `r` from an ion of charge `Z` to be zero inside a core radius `rc` and the bare Coulomb energy `-Z/r` outside it. The theorem `undamped_diverges` takes `Z ≠ 0`, `rc ≥ 0` and a wave number `q > 0`, and says that `4π` times the integral of `r² V(r) sinc(qr)` from `0` to `R`, with `sinc x = sin x / x` and no convergence factor, tends to no real number as `R` grows. The proof supposes a limit `L` and uses the closed form of the integral for `R ≥ rc`, which contains `cos(qR)`. It follows two sequences of radii, one with `cos(qR) = 1` and one with `cos(qR) = -1`, and seeks a contradiction from the two values this gives for `L`.

This version doesn't compile in Lean 4 with Mathlib:

```lean
import Mathlib

open Real MeasureTheory Set Filter Topology

namespace UndampedDiverges

noncomputable section

/-- The empty-core potential of an ion of charge `Z`: `-Z/r` outside the core radius `rc`, zero
inside. It is meant for `r > 0` and `rc ≥ 0`, which the definition does not enforce. -/
def emptyCore (Z rc r : ℝ) : ℝ := if rc < r then -Z / r else 0

/-- The radial integrand `r² V(r) sinc(qr) exp(-mr)` of the Fourier transform of a central
potential `V` at wave number `q`, with convergence factor `exp(-mr)`. -/
def radialIntegrand (V : ℝ → ℝ) (m q r : ℝ) : ℝ :=
  r ^ 2 * V r * sinc (q * r) * exp (-m * r)

/-- For `q > 0` and at all `r > 0`, the radial integrand of the empty-core potential is `-Z/q`
times the damped sine wave outside the core, and zero inside. -/
theorem integrand_emptyCore (Z rc m : ℝ) {q : ℝ} (hq : 0 < q) :
    EqOn (radialIntegrand (emptyCore Z rc) m q)
      ((Ioi rc).indicator fun r => -Z / q * (exp (-m * r) * sin (q * r))) (Ioi 0) := by
  intro r hr
  have hr' : 0 < r := hr
  have hqr : q * r ≠ 0 := by positivity
  by_cases h : rc < r
  · rw [Set.indicator_of_mem (show r ∈ Ioi rc from h)]
    simp only [radialIntegrand, emptyCore, if_pos h, Real.sinc_of_ne_zero hqr]
    field_simp
  · rw [Set.indicator_of_notMem (show r ∉ Ioi rc from h)]
    simp [radialIntegrand, emptyCore, h]

/-- For `q > 0`, `4π` times the undamped radial integral cut off at a radius `R ≥ rc ≥ 0` is
`-4πZ (cos(q rc) - cos(qR))/q²`. -/
theorem undamped_truncated (Z : ℝ) {rc R q : ℝ} (hrc : 0 ≤ rc) (hR : rc ≤ R) (hq : 0 < q) :
    4 * π * ∫ r in (0 : ℝ)..R, radialIntegrand (emptyCore Z rc) 0 q r =
      -4 * π * Z * (cos (q * rc) - cos (q * R)) / q ^ 2 := by
  have hs : Ioc 0 R ∩ Ioi rc = Ioc rc R := by
    ext r
    exact ⟨fun h => ⟨h.2, h.1.2⟩, fun h => ⟨⟨hrc.trans_lt h.1, h.2⟩, h.1⟩⟩
  have hd : ∀ r ∈ uIcc rc R, HasDerivAt (fun s => -cos (q * s) / q)
      (exp (-0 * r) * sin (q * r)) r := by
    intro r _
    have k : HasDerivAt (fun s : ℝ => q * s) q r :=
      ((hasDerivAt_id' r).const_mul q).congr_deriv (mul_one _)
    refine (k.cos.fun_neg.div_const q).congr_deriv ?_
    rw [neg_zero, zero_mul, Real.exp_zero, div_eq_iff hq.ne']
    ring
  rw [intervalIntegral.integral_of_le (hrc.trans hR),
    setIntegral_congr_fun measurableSet_Ioc
      ((integrand_emptyCore Z rc 0 hq).mono Ioc_subset_Ioi_self),
    setIntegral_indicator measurableSet_Ioi, hs, integral_const_mul,
    ← intervalIntegral.integral_of_le hR, intervalIntegral.integral_eq_sub_of_hasDerivAt hd
      (Continuous.intervalIntegrable (by fun_prop) _ _)]
  ring

/-- For `Z ≠ 0`, `rc ≥ 0` and `q > 0`, the undamped integral has no limit as the cutoff radius
grows. -/
theorem undamped_diverges {Z rc q : ℝ} (hZ : Z ≠ 0) (hrc : 0 ≤ rc) (hq : 0 < q) (L : ℝ) :
    ¬ Tendsto (fun R => 4 * π * ∫ r in (0 : ℝ)..R, radialIntegrand (emptyCore Z rc) 0 q r)
      atTop (𝓝 L) := by
  intro h
  have hg : Tendsto (fun R => -4 * π * Z * (cos (q * rc) - cos (q * R)) / q ^ 2)
      atTop (𝓝 L) := by
    refine h.congr' ?_
    filter_upwards [eventually_ge_atTop rc] with R hR
    exact undamped_truncated Z hrc hR hq
  -- radii at which `cos (qR)` is `1`, and radii at which it is `-1`
  have ha : Tendsto (fun n : ℕ => (n : ℝ) * (2 * π / q)) atTop atTop :=
    tendsto_natCast_atTop_atTop.atTop_mul_const (by positivity)
  have hb := tendsto_atTop_add_const_right atTop (π / q) ha
  have ca : ∀ n : ℕ, cos (q * ((n : ℝ) * (2 * π / q))) = 1 := fun n => by
    rw [show q * ((n : ℝ) * (2 * π / q)) = n * (2 * π) by field_simp]
    exact Real.cos_nat_mul_two_pi n
  have cb : ∀ n : ℕ, cos (q * ((n : ℝ) * (2 * π / q) + π / q)) = -1 := fun n => by
    rw [show q * ((n : ℝ) * (2 * π / q) + π / q) = n * (2 * π) + π by field_simp]
    exact Real.cos_nat_mul_two_pi_add_pi n
  have h1 := hg.comp ha
  have h2 := hg.comp hb
  simp only [Function.comp_def, ca] at h1
  simp only [Function.comp_def, cb] at h2
  have e1 := tendsto_nhds_unique h1 tendsto_const_nhds
  have e2 := tendsto_nhds_unique h2 tendsto_const_nhds
  have hne : 8 * π * Z / q ^ 2 ≠ 0 := by positivity
  exact hne (by linear_combination e1 - e2)

end

end UndampedDiverges
```

Compiling this gives:

```
Main.lean:85:16: error: ring failed, ring expressions not equal
Z rc q : ℝ
hZ : Z ≠ 0
hrc : 0 ≤ rc
hq : 0 < q
L : ℝ
h : Tendsto (fun R => 4 * π * ∫ (r : ℝ) in 0..R, radialIntegrand (emptyCore Z rc) 0 q r) atTop (𝓝 L)
hg : Tendsto (fun R => -4 * π * Z * (cos (q * rc) - cos (q * R)) / q ^ 2) atTop (𝓝 L)
ha : Tendsto (fun n => ↑n * (2 * π / q)) atTop atTop
hb : Tendsto (fun x => ↑x * (2 * π / q) + π / q) atTop atTop
ca : ∀ (n : ℕ), cos (q * (↑n * (2 * π / q))) = 1
cb : ∀ (n : ℕ), cos (q * (↑n * (2 * π / q) + π / q)) = -1
h1 : Tendsto (fun x => -4 * π * Z * (cos (q * rc) - 1) / q ^ 2) atTop (𝓝 L)
h2 : Tendsto (fun x => -4 * π * Z * (cos (q * rc) - -1) / q ^ 2) atTop (𝓝 L)
e1 : L = -4 * π * Z * (cos (q * rc) - 1) / q ^ 2
e2 : L = -4 * π * Z * (cos (q * rc) - -1) / q ^ 2
hne : 8 * π * Z / q ^ 2 ≠ 0
⊢ π * Z * q⁻¹ ^ 2 * 16 = 0
```

The one error is a sign mistake in the last step. To contradict `hne`, the proof must show `8 * π * Z / q ^ 2 = 0` from `e1` and `e2`, the two expressions for `L`. Subtracting them as `e1 - e2` cancels `L` and the terms in `cos (q * rc)`, and leaves `0 = 8πZ/q²`. That is the wanted equation with its sides exchanged, but `linear_combination` does not turn an equation round. It subtracts the right side from the left in both the goal and the combination, and asks `ring1` to show that the two differences are equal. Here they are `8πZ/q²` and `-8πZ/q²`, so they differ by `16πZ/q²`, which is the term left in the message.

The diff changes the combination to `e2 - e1`, which reads `0 = -8πZ/q²`. Its left side minus its right is `8πZ/q²`, the same as the goal's, and the check succeeds.

The change, after which it compiles:

```diff
@@ -83,5 +83,5 @@
   have e2 := tendsto_nhds_unique h2 tendsto_const_nhds
   have hne : 8 * π * Z / q ^ 2 ≠ 0 := by positivity
-  exact hne (by linear_combination e1 - e2)
+  exact hne (by linear_combination e2 - e1)
 
 end
```
